# The two-level energy series converges exactly for couplings up to half the level gap

Take two levels with unperturbed energies 0 and 1, coupled by $t$. The energy series of the level that starts at 0 is

$$\sum_{n\ge 0} e_n,\qquad e_n = (-1)^{n+1} C_n\, t^{2n+2} ,$$

where $C_n = 1, 1, 2, 5, 14, \dots$ are the Catalan numbers. It is summable if and only if $|t|\le 1/2$. For $|t|>1/2$ its terms do not even tend to zero. The radius of convergence is therefore $1/2$, and the series also converges everywhere on the boundary circle.

Energies and couplings are measured in units of the level gap, so a physical coupling $V$ across a gap $\Delta$ enters as $t=V/\Delta$. In this model of two states and one parameter, Rayleigh-Schrödinger perturbation theory thus converges up to $|V|=\Delta/2$, a simple case of the trouble that near-degeneracy causes in electronic-structure expansions.

## Hamiltonian and series

The letter `𝕜` stands for either the real or the complex numbers, and `‖t‖` is the absolute value $|t|$.

```lean
import Mathlib

open Filter Topology Finset

namespace TwoLevelSeriesRadius

noncomputable section

variable {𝕜 : Type*} [RCLike 𝕜]
```

The Hamiltonian is
$$H(t)=\begin{pmatrix}0&t\\t&1\end{pmatrix}.$$
For real $t$ it is Hermitian. For non-real $t$ it is complex symmetric and not Hermitian: it continues the real problem to complex coupling.

```lean
/-- The two-level Hamiltonian with unperturbed energies 0 and 1 and real or complex
coupling `t`. -/
def twoLevel (t : 𝕜) : Matrix (Fin 2) (Fin 2) 𝕜 := !![0, t; t, 1]
```

The terms $e_n$ are given by their explicit formula and not derived from the perturbation recursion. Their link to $H(t)$ is the secular equation, established below.

```lean
/-- The term of order `2n+2` in the coupling of the two-level energy series. -/
def energyTerm (t : 𝕜) (n : ℕ) : 𝕜 := (-1) ^ (n + 1) * (catalan n : 𝕜) * t ^ (2 * n + 2)
```

Expanding the determinant gives
$$\det(H(t)-x)=(0-x)(1-x)-t^2=x^2-x-t^2 .$$

```lean
/-- The secular determinant of the two-level Hamiltonian is `x² - x - t²`. -/
theorem secular_det (t x : 𝕜) :
    (twoLevel t - x • (1 : Matrix (Fin 2) (Fin 2) 𝕜)).det = x ^ 2 - x - t ^ 2 := by
  simp [twoLevel, Matrix.det_fin_two]
  ring
```

## The ratio of Catalan numbers

Let $B_n=\binom{2n}{n}$. Then $(n+1)C_n=B_n$ and $(n+1)B_{n+1}=2(2n+1)B_n$. Substituting the first relation into the second gives
$$(n+1)(n+2)C_{n+1}=2(2n+1)(n+1)C_n ,$$
and cancelling $n+1$ leaves $(n+2)C_{n+1}=(4n+2)C_n$. In the code, `h3` is the relation between central binomials, and `mul_left_cancel₀` does the cancellation.

```lean
/-- Successive Catalan numbers have the ratio `(4n+2)/(n+2)`. -/
theorem catalan_ratio (n : ℕ) :
    ((n : ℝ) + 2) * catalan (n + 1) = (4 * n + 2) * catalan n := by
  have h1 := succ_mul_catalan_eq_centralBinom n
  have h2 := succ_mul_catalan_eq_centralBinom (n + 1)
  have h3 := Nat.succ_mul_centralBinom_succ n
  rw [← h1, ← h2] at h3
  have h4 : ((n : ℝ) + 1) * ((n + 1 + 1) * catalan (n + 1))
      = 2 * (2 * n + 1) * ((n + 1) * catalan n) := by exact_mod_cast h3
  have h5 : (n : ℝ) + 1 ≠ 0 := by positivity
  apply mul_left_cancel₀ h5
  linear_combination h4
```

## Convergence on the closed disc

At $|t|=1/2$ the sum that matters is $\sum C_n/4^n$, and it telescopes:
$$\sum_{n<N}\frac{C_n}{4^n}=2-\frac{2(N+1)C_N}{4^N}.$$
For $N=0$ both sides vanish. For the induction step, the ratio gives
$$\frac{2(N+2)C_{N+1}}{4^{N+1}}=\frac{(2N+1)C_N}{4^N},$$
so the right-hand side grows by $\big((2N+2)-(2N+1)\big)C_N/4^N=C_N/4^N$, which is the added term.

```lean
/-- The sum of `C_n / 4^n` over `n < N`, with `C_n` the Catalan numbers, equals
`2 - 2(N+1) C_N / 4^N`. -/
theorem critical_sum (N : ℕ) :
    ∑ n ∈ range N, (catalan n : ℝ) / 4 ^ n = 2 - 2 * (N + 1) * catalan N / 4 ^ N := by
  induction N with
  | zero => simp
  | succ N ih =>
    have h : 2 * ((N : ℝ) + 1 + 1) * catalan (N + 1) / 4 ^ (N + 1)
        = (2 * N + 1) * catalan N / 4 ^ N := by
      rw [pow_succ, div_eq_div_iff (by positivity) (by positivity)]
      linear_combination 2 * 4 ^ N * catalan_ratio N
    rw [sum_range_succ, ih]
    push_cast
    linear_combination h
```

The sign has modulus one, so $|e_n|=C_n|t|^{2n+2}$.

```lean
lemma norm_energyTerm (t : 𝕜) (n : ℕ) :
    ‖energyTerm t n‖ = catalan n * ‖t‖ ^ (2 * n + 2) := by
  simp [energyTerm]
```

If $|t|\le 1/2$, then $|t|^{2n+2}\le (1/2)^{2n+2}=\tfrac14\cdot 4^{-n}$. Hence
$$\sum_{n<N}|e_n|\le\frac14\sum_{n<N}\frac{C_n}{4^n}\le\frac14\cdot 2=\frac12 .$$
The code proves the termwise estimate as `h1`, sums it, inserts the telescoped form and discards the subtracted term, which is nonnegative by `h3`.

```lean
/-- For `|t| ≤ 1/2` the absolute values of the energy terms have partial sums
of at most half the level gap. -/
theorem partial_sum_le {t : 𝕜} (ht : ‖t‖ ≤ 1 / 2) (N : ℕ) :
    ∑ n ∈ range N, ‖energyTerm t n‖ ≤ 1 / 2 := by
  have h1 : ∀ n ∈ range N, ‖energyTerm t n‖ ≤ 1 / 4 * ((catalan n : ℝ) / 4 ^ n) := by
    intro n _
    rw [norm_energyTerm]
    have hp : ‖t‖ ^ (2 * n + 2) ≤ (1 / 2 : ℝ) ^ (2 * n + 2) :=
      pow_le_pow_left₀ (norm_nonneg t) ht _
    have hq : (1 / 2 : ℝ) ^ (2 * n + 2) = 1 / 4 * (1 / 4 ^ n) := by
      rw [pow_add, pow_mul, ← one_div_pow]
      norm_num
      ring
    rw [hq] at hp
    calc (catalan n : ℝ) * ‖t‖ ^ (2 * n + 2)
        ≤ catalan n * (1 / 4 * (1 / 4 ^ n)) :=
          mul_le_mul_of_nonneg_left hp (Nat.cast_nonneg _)
      _ = 1 / 4 * ((catalan n : ℝ) / 4 ^ n) := by ring
  have h2 := sum_le_sum h1
  rw [← mul_sum, critical_sum] at h2
  have h3 : 0 ≤ 2 * ((N : ℝ) + 1) * catalan N / 4 ^ N := by positivity
  linarith
```

## Divergence outside the disc

Let $|t|>1/2$. By the Catalan ratio,
$$|e_{n+1}|=\frac{(4n+2)|t|^2}{n+2}\,|e_n| .$$
The factor is at least 1 when $n+2\le(4n+2)|t|^2$, that is, when $n(4|t|^2-1)\ge 2-2|t|^2$. This holds for every $n\ge N$ once $N\ge 2/(4|t|^2-1)$. For every index $n\ge N$, then, $|e_n|\ge|e_N|$, and $|e_N|>0$ because neither $C_N$ nor $t$ is zero. If the terms tended to zero, passing to the limit would give $0\ge|e_N|$, a contradiction.

In the code, `mono` is the statement $|e_N|\le|e_n|$, proved by induction starting at `N`; `hr` is the inequality for the factor, and `ge_of_tendsto` takes the limit.

```lean
/-- For `|t| > 1/2` the terms of the energy series do not tend to zero. -/
theorem terms_not_tendsto_zero {t : 𝕜} (ht : 1 / 2 < ‖t‖) :
    ¬ Tendsto (energyTerm t) atTop (𝓝 0) := by
  intro h
  have ht0 : 0 < ‖t‖ := by linarith
  have hq : 0 < 4 * ‖t‖ ^ 2 - 1 := by nlinarith
  obtain ⟨N, hN⟩ := exists_nat_ge (2 / (4 * ‖t‖ ^ 2 - 1))
  rw [div_le_iff₀ hq] at hN
  -- from index N on, no term is smaller in size than the term with index N
  have mono : ∀ n, N ≤ n → ‖energyTerm t N‖ ≤ ‖energyTerm t n‖ := by
    intro n hn
    induction n, hn using Nat.le_induction with
    | base => exact le_rfl
    | succ n hn ih =>
      refine ih.trans ?_
      rw [norm_energyTerm, norm_energyTerm]
      have hn' : (N : ℝ) ≤ n := by exact_mod_cast hn
      have hr : (n : ℝ) + 2 ≤ (4 * n + 2) * ‖t‖ ^ 2 := by
        nlinarith [mul_le_mul_of_nonneg_right hn' hq.le, sq_nonneg ‖t‖]
      have key : ((n : ℝ) + 2) * (catalan n * ‖t‖ ^ (2 * n + 2))
          ≤ (n + 2) * (catalan (n + 1) * ‖t‖ ^ (2 * (n + 1) + 2)) :=
        calc ((n : ℝ) + 2) * (catalan n * ‖t‖ ^ (2 * n + 2))
            ≤ ((4 * n + 2) * ‖t‖ ^ 2) * (catalan n * ‖t‖ ^ (2 * n + 2)) :=
              mul_le_mul_of_nonneg_right hr (by positivity)
          _ = (n + 2) * (catalan (n + 1) * ‖t‖ ^ (2 * (n + 1) + 2)) := by
              linear_combination (-(‖t‖ ^ (2 * n + 4))) * catalan_ratio n
      exact le_of_mul_le_mul_left key (by positivity)
  have hc : 0 < catalan N := by
    apply Nat.pos_of_ne_zero
    intro h0
    have h1 := succ_mul_catalan_eq_centralBinom N
    have h2 := Nat.centralBinom_pos N
    rw [h0, mul_zero] at h1
    omega
  have hpos : 0 < ‖energyTerm t N‖ := by
    rw [norm_energyTerm]
    have hc' : (0 : ℝ) < catalan N := by exact_mod_cast hc
    positivity
  have hle := ge_of_tendsto h.norm (eventually_atTop.2 ⟨N, mono⟩)
  rw [norm_zero] at hle
  linarith
```

## From a bound to a sum

Bounded partial sums of absolute values imply absolute convergence. The Mathlib lemma that says so is `summable_of_sum_range_le`: a nonnegative real sequence whose partial sums over `range n` all stay below one constant is summable. It asks for no limit, so the behaviour of $(N+1)C_N/4^N$ for large $N$ never has to be worked out. It does need the nonnegativity: the constant sequence $-1$ has partial sums bounded above by 0 and is not summable. Here the two arguments of the lemma are the nonnegativity of norms and the bound $1/2$.

```lean
lemma summable_norm {t : 𝕜} (ht : ‖t‖ ≤ 1 / 2) : Summable fun n => ‖energyTerm t n‖ :=
  summable_of_sum_range_le (fun _ => norm_nonneg _) (partial_sum_le ht)
```

Both directions are now available. A summable series has terms tending to zero, which excludes $|t|>1/2$; absolute convergence gives the converse. `Summable` means convergence independent of the order of summation, but since the terms fail to tend to zero outside the disc, summing them in their natural order does not help there either.

```lean
/-- The two-level energy series converges exactly for `|t| ≤ 1/2`, for real and for
complex coupling. -/
theorem summable_iff (t : 𝕜) : Summable (energyTerm t) ↔ ‖t‖ ≤ 1 / 2 := by
  constructor
  · intro h
    by_contra hc
    exact terms_not_tendsto_zero (not_le.1 hc) h.tendsto_atTop_zero
  · intro h
    exact (summable_norm h).of_norm
```

## The sum is an energy level

Let $|t|\le1/2$ and $E=\sum_n e_n$. Absolute convergence permits the Cauchy product
$$E^2=\sum_{n\ge0}\ \sum_{k+l=n}e_ke_l .$$
In the inner sum the sign is $(-1)^{k+l+2}=(-1)^{n+2}$ and the power is $t^{2n+4}$. The Catalan convolution $\sum_{k+l=n}C_kC_l=C_{n+1}$ then turns the inner sum into $e_{n+1}$. Since $e_0=-t^2$,
$$E^2=\sum_{n\ge0}e_{n+1}=E-e_0=E+t^2 ,$$
which is the secular equation $E^2-E-t^2=0$. In the code, `hc` is the convolution step and `h0` splits off the first term; the last line subtracts the two identities.

```lean
/-- For `|t| ≤ 1/2` the sum of the series solves the secular equation of the
two-level Hamiltonian. -/
theorem sum_is_level {t : 𝕜} (ht : ‖t‖ ≤ 1 / 2) :
    (twoLevel t - (∑' n, energyTerm t n) • (1 : Matrix (Fin 2) (Fin 2) 𝕜)).det = 0 := by
  have hs := summable_norm ht
  have hprod := tsum_mul_tsum_eq_tsum_sum_antidiagonal_of_summable_norm hs hs
  -- the Catalan convolution turns the squared series into the shifted series
  have hc : ∀ n, ∑ kl ∈ antidiagonal n, energyTerm t kl.1 * energyTerm t kl.2
      = energyTerm t (n + 1) := by
    intro n
    simp only [energyTerm]
    rw [catalan_succ', Nat.cast_sum, mul_sum, sum_mul]
    refine sum_congr rfl fun kl hkl => ?_
    rw [← mem_antidiagonal.1 hkl]
    push_cast
    ring
  rw [tsum_congr hc] at hprod
  have h0 := hs.of_norm.tsum_eq_zero_add
  have e0 : energyTerm t 0 = -t ^ 2 := by simp [energyTerm]
  rw [e0] at h0
  rw [secular_det]
  linear_combination hprod - h0
```

Without the bound on $|t|$ this theorem is false. At $t=1$ the terms are $-1, 1, -2, 5, -14,\dots$, and Lean assigns the value 0 to a sum that does not converge. The determinant at $x=0$ is then $-1$, not 0. The true levels at this coupling are $(1\pm\sqrt5)/2$.

## The lowest level for real coupling

For real $t$ the secular equation gives $1+4t^2=(1-2E)^2$. The bound on the partial sums also yields $E\le|E|\le1/2$, so $1-2E\ge0$ and the square root is $\sqrt{1+4t^2}=1-2E$. Therefore
$$E=\frac{1-\sqrt{1+4t^2}}2 .$$
If $x$ is another root of the secular equation, subtracting the two equations gives $(E-x)(1-x-E)=0$. For $x<E\le1/2$ both factors would be positive, so no root lies below $E$.

`HasSum` states that the series converges to this value. `IsLeast` states that the value is a real root of the secular determinant and that no real root is smaller, which makes it the ground-state energy of $H(t)$.

```lean
/-- For real coupling with `|t| ≤ 1/2` the series sums to `(1 - √(1 + 4t²))/2`, and this is
the lowest level of the two-level Hamiltonian. -/
theorem sum_eq_lowest_level {t : ℝ} (ht : |t| ≤ 1 / 2) :
    HasSum (energyTerm t) ((1 - √(1 + 4 * t ^ 2)) / 2) ∧
    IsLeast {x : ℝ | (twoLevel t - x • (1 : Matrix (Fin 2) (Fin 2) ℝ)).det = 0}
      ((1 - √(1 + 4 * t ^ 2)) / 2) := by
  have hn : ‖t‖ ≤ 1 / 2 := by rwa [Real.norm_eq_abs]
  have hs := summable_norm hn
  have hdet := sum_is_level hn
  have hE : ∑' n, energyTerm t n ≤ 1 / 2 :=
    (Real.le_norm_self _).trans ((norm_tsum_le_tsum_norm hs).trans
      (Real.tsum_le_of_sum_range_le (fun _ => norm_nonneg _) (partial_sum_le hn)))
  have hsum := hs.of_norm.hasSum
  generalize (∑' n, energyTerm t n) = E at hdet hE hsum
  have hq := hdet
  rw [secular_det] at hq
  -- the bound E ≤ 1/2 selects the branch of the square root
  have hroot : (1 - √(1 + 4 * t ^ 2)) / 2 = E := by
    have h1 : 1 + 4 * t ^ 2 = (1 - 2 * E) ^ 2 := by linear_combination (-4) * hq
    rw [h1, Real.sqrt_sq (by linarith)]
    ring
  rw [hroot]
  refine ⟨hsum, hdet, ?_⟩
  intro x hx
  rw [Set.mem_ofPred_eq, secular_det] at hx
  by_contra hlt
  have hlt' : x < E := not_le.1 hlt
  have h2 : (E - x) * (1 - x - E) = 0 := by linear_combination hx - hq
  have h3 : 0 < (E - x) * (1 - x - E) := mul_pos (by linarith) (by linarith)
  linarith
```

## Where the two levels meet

The levels coincide at some energy $E$ when $x^2-x-t^2=(x-E)^2$ for all $x$. Setting $x=0$ gives $-t^2=E^2$, and $x=1$ gives $-t^2=(1-E)^2$. Subtracting, $E=1/2$, hence $t^2=-1/4$ and $t=\pm i/2$. Conversely, at these couplings the determinant is $x^2-x+\tfrac14=(x-\tfrac12)^2$.

Both points have modulus $1/2$ and so lie on the circle of convergence, although no real coupling makes the levels meet. The series still converges there, to the common energy $1/2$.

```lean
/-- The two levels coincide, so that the secular determinant is a perfect square, exactly
at the imaginary couplings `t = i/2` and `t = -i/2`. -/
theorem levels_coincide_iff (t : ℂ) :
    (∃ E : ℂ, ∀ x : ℂ,
      (twoLevel t - x • (1 : Matrix (Fin 2) (Fin 2) ℂ)).det = (x - E) ^ 2) ↔
    t = Complex.I / 2 ∨ t = -(Complex.I / 2) := by
  constructor
  · rintro ⟨E, h⟩
    have h0 := h 0
    have h1 := h 1
    rw [secular_det] at h0 h1
    have hE : E = 1 / 2 := by linear_combination (h1 - h0) / 2
    rw [hE] at h0
    have h2 : (t - Complex.I / 2) * (t + Complex.I / 2) = 0 := by
      linear_combination -h0 - (1 / 4) * Complex.I_sq
    rcases mul_eq_zero.1 h2 with h3 | h3
    · exact Or.inl (sub_eq_zero.1 h3)
    · exact Or.inr (eq_neg_of_add_eq_zero_left h3)
  · intro h
    refine ⟨1 / 2, fun x => ?_⟩
    rw [secular_det]
    rcases h with rfl | rfl <;> linear_combination (-(1 / 4)) * Complex.I_sq

end

end TwoLevelSeriesRadius
```

```lean
#print axioms TwoLevelSeriesRadius.summable_iff
#print axioms TwoLevelSeriesRadius.sum_eq_lowest_level
#print axioms TwoLevelSeriesRadius.levels_coincide_iff
```

```
'TwoLevelSeriesRadius.summable_iff' depends on axioms: [propext, Classical.choice, Quot.sound]
'TwoLevelSeriesRadius.sum_eq_lowest_level' depends on axioms: [propext, Classical.choice, Quot.sound]
'TwoLevelSeriesRadius.levels_coincide_iff' depends on axioms: [propext, Classical.choice, Quot.sound]
```
